# Equal charges on a circle have least logarithmic energy when equally spaced

## Is equal spacing the minimum for every number of charges?

Two charges at the same point have infinite logarithmic energy, but the product of all pair distances is then simply zero, so I have to decide whether such configurations count. With that settled, the physical claim is that $N$ equal charges on a circle, repelling through the two-dimensional potential $-\log r$, have least energy when they are equally spaced. Equivalently, $N$ points on the unit circle have a product of pair distances of at most $N^{N/2}$, attained at the $N$-th roots of unity. I would like to see this made rigorous and machine-checked, including whether other arrangements can tie.

## A Gram determinant gives the bound and the minimisers

Coinciding points are allowed in the bound on the product and excluded from the statements about the energy. No arrangement ties with equal spacing, apart from rotating the circle and relabelling the charges.

Take $N\ge 1$ and number the points $z_0,\dots,z_{N-1}$, with $|z_i|=1$. Write $P=\prod_{i<j}|z_j-z_i|$ and let $V$ be the matrix with entries $V_{ik}=z_i^k$ for $k=0,\dots,N-1$. Its Vandermonde determinant is $\prod_{i<j}(z_j-z_i)$, so $P=|\det V|$. The Gram matrix $G=VV^\dagger$ therefore satisfies

$$\det G=P^2,\qquad G_{ij}=\sum_{k=0}^{N-1}(z_i\bar z_j)^k .$$

Each diagonal entry is $N$, so $\operatorname{tr}G=N^2$. The eigenvalues $\lambda_i$ of $G$ are nonnegative and sum to $N^2$. Applying $x\le e^{x-1}$ to $x=\lambda_i/N$ and multiplying gives

$$P^2=\prod_i\lambda_i\le N^N\exp\Big(\sum_i(\lambda_i/N-1)\Big)=N^N .$$

If equality holds, no eigenvalue vanishes. An eigenvalue different from $N$ would then make the inequality strict, because $x=e^{x-1}$ only at $x=1$. So every eigenvalue is $N$, and since $G$ is Hermitian, $G=N\cdot 1$. Conversely, $\det(N\cdot 1)=N^N$. The rows of $V$ have length $\sqrt N$, so equality means that the rows divided by $\sqrt N$ are orthonormal.

It remains to find the points for which this happens. For $i\ne j$ put $q=z_i\bar z_j$. The geometric sum satisfies $(q-1)G_{ij}=q^N-1$. If $G_{ij}=0$, then $q^N=1$, which means $z_i^N=z_j^N$; moreover $z_i\neq z_j$, since otherwise $G_{ij}=N$. Conversely, if the points are distinct and share their $N$-th power, then $q\ne1$ and $q^N=1$, so $G_{ij}=0$.

Under that condition the ratios $z_i/z_0$ are $N$ distinct $N$-th roots of unity, hence all of them, and the points are equally spaced. Any rotated set of the roots also meets the condition.

For distinct points, the energy $E=-\sum_{i<j}\log|z_j-z_i|$ satisfies $e^{-E}=P$. Hence $E\ge-\tfrac N2\log N$, with equality exactly at equal spacing.

In Lean, a configuration is a map `z : Fin N → ℂ`, and the hypothesis `hz` puts every point on the unit circle. Lengths are thus measured in units of the radius, and the positive prefactor of the interaction is set to one. The definitions translate as follows:

- `pairProduct` is $P$ and `logEnergy` is $E$. The index set `Finset.Ioi i` means $j>i$, so each pair counts once and there is no self-energy.
- `rootPoint N k` is $e^{2\pi i k/N}$, where this $i$ is the imaginary unit.
- `IsEquallySpaced z` says that $z_i=c\,e^{2\pi i\,\sigma(i)/N}$ for one unit complex number $c$ and one permutation $\sigma$, with the $i$ before $\sigma$ again the imaginary unit.

The theorem `fekete_circle` states the bound on $P$ and its equality case without assuming distinct points. `logEnergy_min` does the same for the energy under the extra hypothesis `hinj`, that no two charges coincide. That hypothesis matters because Lean sets $\log 0=0$, which would make a coinciding pair cost nothing. `rootPoint_minimises` compares the roots of unity directly with any other distinct configuration. The case $N=0$ is included, with product 1 and energy 0.

The theorems concern equal classical charges confined to a circle. They do not treat other curves, unequal charges, the three-dimensional $1/r$ interaction or the motion towards equilibrium. Up to normalisation, $\det V$ is also the wavefunction of $N$ non-interacting spinless fermions on a ring on the unit circle that occupy the momentum states $z^k$ with $k=0,\dots,N-1$. Shifting all these momenta by the same integer only multiplies the wavefunction by a position-dependent phase. For any $N$ consecutive momentum states, the arrangements of highest probability density are therefore the equally spaced ones.

```lean
import Mathlib

open Matrix ComplexConjugate
open scoped ComplexOrder

namespace FeketeCircle

noncomputable section

variable {N : ℕ}

/-- The product of the distances between all pairs of points. -/
def pairProduct (z : Fin N → ℂ) : ℝ :=
  ∏ i, ∏ j ∈ Finset.Ioi i, ‖z j - z i‖

/-- The logarithmic Coulomb energy of equal unit charges at distinct points of the plane. A
coinciding pair contributes zero to this expression, because `Real.log 0 = 0`. -/
def logEnergy (z : Fin N → ℂ) : ℝ :=
  -∑ i, ∑ j ∈ Finset.Ioi i, Real.log ‖z j - z i‖

/-- The `N`-th roots of unity, numbered by angle. -/
def rootPoint (N : ℕ) (k : Fin N) : ℂ :=
  Complex.exp (2 * Real.pi * Complex.I / N) ^ (k : ℕ)

/-- The points are the `N`-th roots of unity up to a rotation and a relabelling. -/
def IsEquallySpaced (z : Fin N → ℂ) : Prop :=
  ∃ (c : ℂ) (σ : Equiv.Perm (Fin N)), ‖c‖ = 1 ∧ ∀ i, z i = c * rootPoint N (σ i)

/-- The Gram matrix of the vectors `(1, z i, z i ^ 2, ..., z i ^ (N - 1))`. -/
def gram (z : Fin N → ℂ) : Matrix (Fin N) (Fin N) ℂ :=
  vandermonde z * (vandermonde z)ᴴ

/-- The determinant of the Gram matrix is the square of the product of distances. -/
theorem det_gram (z : Fin N → ℂ) :
    (gram z).det = ((pairProduct z ^ 2 : ℝ) : ℂ) := by
  rw [gram, det_mul, det_conjTranspose, Complex.star_def, Complex.mul_conj,
    Complex.normSq_eq_norm_sq, det_vandermonde]
  simp only [pairProduct, norm_prod]

/-- Nonnegative numbers `l i` with mean `N` have product at most `N ^ N`, and equality
forces each of them to be `N`. -/
theorem prod_le_of_sum (l : Fin N → ℝ) (h0 : ∀ i, 0 ≤ l i) (hs : ∑ i, l i = N * N) :
    ∏ i, l i ≤ (N : ℝ) ^ N ∧ (∏ i, l i = (N : ℝ) ^ N → ∀ i, l i = N) := by
  have hpos : ∀ _ : Fin N, (0 : ℝ) < N := fun i => Nat.cast_pos.mpr i.pos
  have hl : ∀ i, l i ≤ N * Real.exp (l i / N - 1) := by
    intro i
    have h1 := Real.add_one_le_exp (l i / N - 1)
    have h2 : l i = N * (l i / N) := by
      have := (hpos i).ne'
      field_simp
    calc l i = N * (l i / N) := h2
      _ ≤ _ := mul_le_mul_of_nonneg_left (by linarith) (hpos i).le
  have hE : ∏ i, ((N : ℝ) * Real.exp (l i / N - 1)) = (N : ℝ) ^ N := by
    rw [Finset.prod_mul_distrib, ← Real.exp_sum, Finset.sum_sub_distrib,
      ← Finset.sum_div, hs]
    simp
  refine ⟨hE ▸ Finset.prod_le_prod (fun i _ => h0 i) (fun i _ => hl i), ?_⟩
  intro heq i
  by_contra hne
  have hN := (hpos i).ne'
  have hlpos : ∀ j, 0 < l j := fun j => lt_of_le_of_ne (h0 j) (fun h => by
    have h3 : ∏ i, l i = 0 := Finset.prod_eq_zero (Finset.mem_univ j) h.symm
    rw [heq] at h3
    exact pow_ne_zero _ hN h3)
  -- one value away from the mean makes the exponential bound strict
  have hstrict : l i < N * Real.exp (l i / N - 1) := by
    have hx : l i / N - 1 ≠ 0 := fun h => hne (by
      have h4 : l i / N = 1 := by linarith
      rwa [div_eq_one_iff_eq hN] at h4)
    have h1 := Real.add_one_lt_exp hx
    have h2 : l i = N * (l i / N) := by field_simp
    calc l i = N * (l i / N) := h2
      _ < _ := mul_lt_mul_of_pos_left (by linarith) (hpos i)
  have hlt := Finset.prod_lt_prod (fun j _ => hlpos j) (fun j _ => hl j)
    ⟨i, Finset.mem_univ i, hstrict⟩
  rw [hE, heq] at hlt
  exact lt_irrefl _ hlt

/-- For points on the unit circle, the Gram matrix is `N` times the identity exactly when
the points are distinct and share the same `N`-th power. -/
theorem gram_eq_iff (z : Fin N → ℂ) (hz : ∀ i, ‖z i‖ = 1) :
    gram z = (N : ℂ) • (1 : Matrix (Fin N) (Fin N) ℂ) ↔
      Function.Injective z ∧ ∀ i j, z i ^ N = z j ^ N := by
  have hc : ∀ j, z j * conj (z j) = 1 := fun j => by
    rw [Complex.mul_conj, Complex.normSq_eq_norm_sq, hz]; simp
  have hg : ∀ i j, gram z i j = ∑ k ∈ Finset.range N, (z i * conj (z j)) ^ k := by
    intro i j
    simp [gram, Matrix.mul_apply, vandermonde_apply, mul_pow, Finset.sum_range]
  have hd : ∀ i, gram z i i = N := fun i => by rw [hg, hc]; simp
  constructor
  · intro h
    have hoff : ∀ i j, i ≠ j → gram z i j = 0 := fun i j hij => by
      rw [h]; simp [Matrix.one_apply_ne hij]
    refine ⟨fun i j hij => ?_, fun i j => ?_⟩
    · by_contra hne
      have h1 := hoff i j hne
      rw [hg, hij, ← hg, hd] at h1
      exact (Nat.cast_ne_zero.mpr i.pos.ne') h1
    · by_cases hij : i = j
      · rw [hij]
      -- a vanishing geometric sum forces the ratio to be a root of unity
      have h1 := geom_sum_mul (z i * conj (z j)) N
      rw [← hg, hoff i j hij, zero_mul, mul_pow] at h1
      have h2 : z j ^ N * conj (z j) ^ N = 1 := by rw [← mul_pow, hc, one_pow]
      linear_combination (-z i ^ N) * h2 - z j ^ N * h1
  · rintro ⟨hinj, hp⟩
    ext i j
    by_cases hij : i = j
    · subst hij
      rw [hd]; simp
    · have h1 := geom_sum_mul (z i * conj (z j)) N
      rw [← hg, mul_pow, hp i j, ← mul_pow, hc, one_pow, sub_self] at h1
      have h2 : z i * conj (z j) - 1 ≠ 0 := fun h => hij (hinj (by
        linear_combination z j * h - z i * hc j))
      rw [(mul_eq_zero.mp h1).resolve_right h2]
      simp [Matrix.one_apply_ne hij]

/-- For points on the unit circle the squared product of distances is at most `N ^ N`,
with equality exactly when the Gram matrix is `N` times the identity. -/
theorem pairProduct_sq_le (z : Fin N → ℂ) (hz : ∀ i, ‖z i‖ = 1) :
    pairProduct z ^ 2 ≤ (N : ℝ) ^ N ∧ (pairProduct z ^ 2 = (N : ℝ) ^ N ↔
      gram z = (N : ℂ) • (1 : Matrix (Fin N) (Fin N) ℂ)) := by
  have hP : (gram z).PosSemidef := posSemidef_self_mul_conjTranspose (vandermonde z)
  have hH := hP.isHermitian
  have hdet : pairProduct z ^ 2 = ∏ i, hH.eigenvalues i := by
    apply Complex.ofReal_injective
    rw [← det_gram z, Complex.ofReal_prod]
    exact hH.det_eq_prod_eigenvalues
  have htr : (gram z).trace = (N : ℂ) * N := by
    have hd : ∀ i, gram z i i = N := fun i => by
      have h1 : ∀ k : ℕ, z i ^ k * conj (z i) ^ k = 1 := fun k => by
        rw [← mul_pow, Complex.mul_conj, Complex.normSq_eq_norm_sq, hz]; simp
      simp [gram, Matrix.mul_apply, vandermonde_apply, h1]
    simp [Matrix.trace, hd]
  have hsum : ∑ i, hH.eigenvalues i = (N : ℝ) * N := by
    apply Complex.ofReal_injective
    rw [Complex.ofReal_sum]
    refine (hH.trace_eq_sum_eigenvalues.symm.trans htr).trans ?_
    push_cast
    rfl
  obtain ⟨hle, heq⟩ := prod_le_of_sum _ (fun i => hP.eigenvalues_nonneg i) hsum
  refine ⟨hdet ▸ hle, fun h => ?_, fun h => ?_⟩
  · -- all eigenvalues coincide, so the matrix is a multiple of the identity
    have hev := heq (hdet ▸ h)
    have hD : diagonal (RCLike.ofReal ∘ hH.eigenvalues) =
        (N : ℂ) • (1 : Matrix (Fin N) (Fin N) ℂ) := by
      ext i j
      by_cases hij : i = j
      · subst hij; simp [hev]
      · simp [hij]
    exact hH.spectral_theorem.trans (by rw [hD, map_smul, map_one])
  · apply Complex.ofReal_injective
    rw [← det_gram z, h, det_smul, det_one]
    simp

/-- Points on the unit circle are equally spaced exactly when they are distinct and share
the same `N`-th power. -/
theorem isEquallySpaced_iff (z : Fin N → ℂ) (hz : ∀ i, ‖z i‖ = 1) :
    IsEquallySpaced z ↔ Function.Injective z ∧ ∀ i j, z i ^ N = z j ^ N := by
  rcases Nat.eq_zero_or_pos N with h0 | hN
  · subst h0
    exact ⟨fun _ => ⟨fun i => i.elim0, fun i => i.elim0⟩,
      fun _ => ⟨1, Equiv.refl _, by simp, fun i => i.elim0⟩⟩
  have : NeZero N := ⟨hN.ne'⟩
  have h := Complex.isPrimitiveRoot_exp N hN.ne'
  constructor
  · rintro ⟨c, σ, hc, hσ⟩
    have hc0 : c ≠ 0 := fun h => by simp [h] at hc
    have key : ∀ k, rootPoint N k ^ N = 1 := fun k => by
      rw [rootPoint, ← pow_mul, mul_comm (k : ℕ) N, pow_mul, h.pow_eq_one, one_pow]
    refine ⟨fun i j hij => ?_, fun i j => ?_⟩
    · rw [hσ i, hσ j] at hij
      exact σ.injective (Fin.ext
        (h.pow_inj (σ i).isLt (σ j).isLt (mul_left_cancel₀ hc0 hij)))
    · rw [hσ i, hσ j, mul_pow, mul_pow, key, key]
  · rintro ⟨hinj, hp⟩
    let o : Fin N := ⟨0, hN⟩
    have ho : z o ≠ 0 := fun h => by simpa [h] using hz o
    -- relative to the first point, every point is a root of unity
    have hex : ∀ i, ∃ k : Fin N, z i = z o * rootPoint N k := fun i => by
      have h1 : (z i / z o) ^ N = 1 := by
        rw [div_pow, hp i o, div_self (pow_ne_zero _ ho)]
      obtain ⟨k, hk, hk'⟩ := h.eq_pow_of_pow_eq_one h1
      refine ⟨⟨k, hk⟩, ?_⟩
      change z i = z o * Complex.exp _ ^ k
      rw [hk']
      field_simp
    choose s hs using hex
    have hsi : Function.Injective s := fun i j hij =>
      hinj ((hs i).trans (by rw [hij]; exact (hs j).symm))
    exact ⟨z o, Equiv.ofBijective s (Finite.injective_iff_bijective.mp hsi), hz o, hs⟩

/-- The product of distances of `N` points on the unit circle is at most `N ^ (N / 2)`,
with equality exactly for equally spaced points. -/
theorem fekete_circle (z : Fin N → ℂ) (hz : ∀ i, ‖z i‖ = 1) :
    pairProduct z ≤ (N : ℝ) ^ ((N : ℝ) / 2) ∧
      (pairProduct z = (N : ℝ) ^ ((N : ℝ) / 2) ↔ IsEquallySpaced z) := by
  have hR : ((N : ℝ) ^ ((N : ℝ) / 2)) ^ 2 = (N : ℝ) ^ N := by
    rw [← Real.rpow_natCast, ← Real.rpow_mul (Nat.cast_nonneg N)]
    have h2 : (N : ℝ) / 2 * ((2 : ℕ) : ℝ) = N := by push_cast; ring
    rw [h2, Real.rpow_natCast]
  have hR0 : 0 ≤ (N : ℝ) ^ ((N : ℝ) / 2) := Real.rpow_nonneg (Nat.cast_nonneg N) _
  have hP0 : 0 ≤ pairProduct z :=
    Finset.prod_nonneg fun i _ => Finset.prod_nonneg fun j _ => norm_nonneg _
  obtain ⟨hle, heq⟩ := pairProduct_sq_le z hz
  rw [← hR] at hle heq
  exact ⟨(sq_le_sq₀ hP0 hR0).mp hle, by
    rw [isEquallySpaced_iff z hz, ← gram_eq_iff z hz, ← heq, sq_eq_sq₀ hP0 hR0]⟩

/-- The roots of unity lie on the unit circle and are equally spaced. -/
theorem rootPoint_spec (N : ℕ) :
    (∀ k, ‖rootPoint N k‖ = 1) ∧ IsEquallySpaced (rootPoint N) := by
  refine ⟨fun k => ?_, 1, Equiv.refl _, by simp, by simp⟩
  have hN : N ≠ 0 := k.pos.ne'
  have h1 := congrArg norm (Complex.isPrimitiveRoot_exp N hN).pow_eq_one
  rw [norm_pow, norm_one] at h1
  rw [rootPoint, norm_pow, (pow_eq_one_iff_of_nonneg (norm_nonneg _) hN).mp h1, one_pow]

/-- For distinct points, the exponential of minus the energy is the product of distances. -/
theorem exp_neg_logEnergy (z : Fin N → ℂ) (hinj : Function.Injective z) :
    Real.exp (-logEnergy z) = pairProduct z := by
  simp only [logEnergy, neg_neg, Real.exp_sum, pairProduct]
  refine Finset.prod_congr rfl fun i _ => Finset.prod_congr rfl fun j hj => ?_
  exact Real.exp_log (norm_pos_iff.mpr (sub_ne_zero.mpr
    fun e => (Finset.mem_Ioi.mp hj).ne' (hinj e)))

/-- Among distinct points on the unit circle the logarithmic Coulomb energy is at least
`-(N / 2) log N`, with equality exactly for equally spaced points. -/
theorem logEnergy_min (z : Fin N → ℂ) (hz : ∀ i, ‖z i‖ = 1)
    (hinj : Function.Injective z) :
    -((N : ℝ) / 2 * Real.log N) ≤ logEnergy z ∧
      (logEnergy z = -((N : ℝ) / 2 * Real.log N) ↔ IsEquallySpaced z) := by
  have hR : (N : ℝ) ^ ((N : ℝ) / 2) = Real.exp ((N : ℝ) / 2 * Real.log N) := by
    rcases Nat.eq_zero_or_pos N with h0 | hN
    · subst h0; simp
    · rw [Real.rpow_def_of_pos (Nat.cast_pos.mpr hN), mul_comm]
  obtain ⟨hle, heq⟩ := fekete_circle z hz
  rw [← exp_neg_logEnergy z hinj, hR] at hle heq
  rw [Real.exp_le_exp] at hle
  rw [Real.exp_eq_exp] at heq
  exact ⟨by linarith, by rw [← heq]; constructor <;> intro h <;> linarith⟩

/-- The roots of unity minimise the logarithmic Coulomb energy among all configurations
of `N` distinct points on the unit circle. -/
theorem rootPoint_minimises (z : Fin N → ℂ) (hz : ∀ i, ‖z i‖ = 1)
    (hinj : Function.Injective z) : logEnergy (rootPoint N) ≤ logEnergy z := by
  obtain ⟨hr, hs⟩ := rootPoint_spec N
  have hri := ((isEquallySpaced_iff _ hr).mp hs).1
  rw [(logEnergy_min _ hr hri).2.mpr hs]
  exact (logEnergy_min z hz hinj).1

end

end FeketeCircle
```

```lean
#print axioms FeketeCircle.logEnergy_min
#print axioms FeketeCircle.rootPoint_minimises
```

```
'FeketeCircle.logEnergy_min' depends on axioms: [propext, Classical.choice, Quot.sound]
'FeketeCircle.rootPoint_minimises' depends on axioms: [propext, Classical.choice, Quot.sound]
```

The proof follows the derivation closely. `det_gram` obtains $\det G=P^2$ from the multiplicativity of the determinant and Mathlib's Vandermonde formula. `prod_le_of_sum` is the inequality for nonnegative numbers with mean $N$: `hl` is the exponential bound for one factor, and `hE` evaluates the product of the bounds. For the equality case it supposes that one number differs from $N$, and `Finset.prod_lt_prod` turns the single strict factor into a strict product, a contradiction.

`pairProduct_sq_le` applies this to the eigenvalues of $G$, using positive semidefiniteness and the trace. When all eigenvalues equal $N$, the spectral theorem returns $G=N\cdot1$.

`gram_eq_iff` carries out the geometric-sum argument through `geom_sum_mul`, and `linear_combination` does the algebra with $z_j\bar z_j=1$. `isEquallySpaced_iff` then measures all points relative to $z_0$. Each ratio is a power of the primitive root, `choose` collects the exponents into a map `s`, and an injective map from a finite set to itself is a permutation.

`fekete_circle` joins these equivalences and takes the square root of the bound, which is legitimate because both sides are nonnegative. `exp_neg_logEnergy` proves $e^{-E}=P$, and `logEnergy_min` uses the monotonicity and injectivity of the exponential to pass to the energy. Finally, `rootPoint_spec` confirms that the roots of unity lie on the circle and are equally spaced, so `rootPoint_minimises` can insert their energy as the minimum.
